# Independent site disorder cannot raise the mean ground-state energy above the virtual crystal's

## Two sites, four alloys

An electron hops between two sites with amplitude $-1$. Each site independently carries potential $+1$ or $-1$, with probability $1/2$ each. In the virtual crystal both potentials are replaced by their mean, zero, and the ground-state energy is $-1$, with $\psi=(1,1)/\sqrt2$.

The four equally likely alloys have ground-state energies $0$, $-2$, $-\sqrt2$ and $-\sqrt2$. Their mean is $-(1+\sqrt2)/2\approx-1.207$, below $-1$. The two uniform alloys cancel; the mixed ones let the electron lean towards the deeper site, which lowers the mean.

Second-order perturbation theory describes this through the matrix
$$G=\sum_{k\ne0}\frac{|k\rangle\langle k|}{E_0-E_k}=\begin{pmatrix}-1/4&1/4\\1/4&-1/4\end{pmatrix},$$
where $E_k$ and $|k\rangle$ are the virtual-crystal levels and states. Averaging $VGV$ over the alloys leaves only the diagonal of $G$, so the mean shift is $-1/4$, against the full $-0.207$.

## The general result for diagonal disorder

On finitely many sites, let $v_i=(1-x)\delta$ with probability $x$ and $v_i=-x\delta$ otherwise, independently. Here $x$ is the concentration, $\delta$ the difference in site energy between the two species, and $V=\mathrm{diag}(v_i)$. Write $\overline{\,\cdot\,}$ for the configuration average.

Label the species of concentration $x$ "true" and the other "false". Independence makes the average of a product of single-site functions $g_i$ factorise:
$$\overline{\prod_i g_i}=\prod_i\bigl[x\,g_i(\text{true})+(1-x)\,g_i(\text{false})\bigr].$$
Hence $\overline{v_i}=x(1-x)\delta-(1-x)x\delta=0$, and $\overline{v_iv_j}=0$ for $i\ne j$. On one site,
$$\overline{v_i^2}=x(1-x)^2\delta^2+(1-x)x^2\delta^2=x(1-x)\delta^2.$$
Since $(VGV)_{ij}=v_iG_{ij}v_j$, for every complex matrix $G$
$$\overline V=0,\qquad \overline{VGV}=x(1-x)\delta^2\,\mathrm{diag}(G),$$
$$\overline{\mathrm{Re}\langle\psi,VGV\psi\rangle}=x(1-x)\delta^2\sum_i \mathrm{Re}\,G_{ii}\,|\psi_i|^2.$$
If $\mathrm{Re}\langle\varphi,G\varphi\rangle\le0$ for all $\varphi$, a state localised on site $i$ gives $\mathrm{Re}\,G_{ii}\le0$. For $0\le x\le1$ the average is then at most zero.

A bound without perturbation theory follows from the variational principle. Let $H$ be the Hermitian Hamiltonian of the virtual crystal and $\psi$ its normalised ground state, so that $H\psi=E_0\psi$. Let $E_s$ be the ground-state energy of $H+V_s$ in configuration $s$. Then $E_s\le\mathrm{Re}\langle\psi,(H+V_s)\psi\rangle$, and averaging removes $V_s$, so $\overline{E_s}\le E_0$.

## In a supercell calculation

For one electron in a finite supercell, this model can be sampled by drawing the site occupations independently, diagonalising $H+V_s$ and averaging the lowest eigenvalue. Supercells held at a fixed composition have correlated occupations, so the second-order formula here does not apply to them unchanged. The bound concerns the full weighted average; a finite sample can fluctuate above it. If the virtual-crystal ground state is nondegenerate and uniform over $N$ sites, the mean second-order shift follows from $x$, $\delta$ and the virtual-crystal spectrum:
$$\frac{x(1-x)\delta^2}{N}\sum_{k\neq0}\frac1{E_0-E_k}.$$

## What the Lean objects stand for

A configuration is a function `s : n → Bool`, `weight` is its probability, and `avg` is the finite weighted sum. `disorder x δ s` is $V_s$, and `expect ψ M` is $\mathrm{Re}\langle\psi,M\psi\rangle$, without division by the norm.

`G` is arbitrary in the averaging identities; reading it as the perturbative matrix above is a separate step. `E s` may be any lower bound on the energies of normalised states, the ground-state energy included. `H` is the same in every configuration. Carrying the result to a real alloy therefore assumes that a substituted atom changes only its own site energy, not the hopping or the lattice. The word "bowing" in the Lean names refers to the lowering of one energy level, whereas the usual term describes the nonlinear dependence of a band gap on composition.

```lean
import Mathlib

open Matrix

namespace AlloyBowing

noncomputable section

variable {n : Type*} [Fintype n] [DecidableEq n]

/-- Weight of the two species on a site: `x` for `true`, `1 - x` for `false`. These are
probabilities when `0 ≤ x ≤ 1`. -/
def siteProb (x : ℝ) : Bool → ℝ
  | true => x
  | false => 1 - x

/-- Site potential relative to the virtual crystal: `(1 - x) δ` for `true`, `-x δ` for `false`. -/
def siteV (x δ : ℝ) : Bool → ℝ
  | true => (1 - x) * δ
  | false => -x * δ

/-- Weight of an alloy configuration whose sites are occupied independently. -/
def weight (x : ℝ) (s : n → Bool) : ℝ := ∏ i, siteProb x (s i)

/-- Configuration average of a number, vector or matrix that depends on the configuration. -/
def avg {E : Type*} [AddCommGroup E] [Module ℝ E] (x : ℝ) (f : (n → Bool) → E) : E :=
  ∑ s, weight x s • f s

/-- The disorder potential of a configuration, a diagonal matrix in the site basis. -/
def disorder (x δ : ℝ) (s : n → Bool) : Matrix n n ℂ :=
  diagonal fun i => (siteV x δ (s i) : ℂ)

/-- The real part of `⟨ψ, M ψ⟩`, as a real-linear functional of the matrix `M`. -/
def expect (ψ : n → ℂ) : Matrix n n ℂ →ₗ[ℝ] ℝ where
  toFun M := (star ψ ⬝ᵥ M *ᵥ ψ).re
  map_add' M N := by simp [Matrix.add_mulVec, dotProduct_add]
  map_smul' r M := by simp [Matrix.smul_mulVec, dotProduct_smul]

/-- Independence of the sites: the average of a product of single-site functions is the
product of the single-site averages. -/
theorem avg_prod (x : ℝ) (g : n → Bool → ℝ) :
    avg x (fun s : n → Bool => ∏ i, g i (s i))
      = ∏ i, (x * g i true + (1 - x) * g i false) := by
  have h : ∑ s : n → Bool, ∏ i, (siteProb x (s i) * g i (s i))
      = ∏ i, ∑ b : Bool, (siteProb x b * g i b) := by
    rw [Finset.prod_univ_sum, Fintype.piFinset_univ]
  simpa only [avg, weight, smul_eq_mul, ← Finset.prod_mul_distrib, Fintype.sum_bool,
    siteProb] using h

/-- For a concentration `x` between 0 and 1 the configuration weights are nonnegative and
sum to one. -/
theorem weight_probability {x : ℝ} (hx0 : 0 ≤ x) (hx1 : x ≤ 1) :
    (∀ s : n → Bool, 0 ≤ weight x s) ∧ ∑ s : n → Bool, weight x s = 1 := by
  constructor
  · intro s
    refine Finset.prod_nonneg fun i _ => ?_
    cases s i
    · exact sub_nonneg.mpr hx1
    · exact hx0
  · have h := avg_prod (n := n) x (fun _ _ => 1)
    simpa [avg] using h

/-- The average of the product of the potentials at `i` and `j` is `x (1 - x) δ²` if `i = j` and
zero otherwise. -/
theorem avg_site_mul (x δ : ℝ) (i j : n) :
    avg x (fun s : n → Bool => siteV x δ (s i) * siteV x δ (s j))
      = if i = j then x * (1 - x) * δ ^ 2 else 0 := by
  have h := avg_prod x (fun k b =>
    (if k = i then siteV x δ b else 1) * (if k = j then siteV x δ b else 1))
  simp only [Finset.prod_mul_distrib, Finset.prod_ite_eq', Finset.mem_univ, if_true] at h
  rw [h]
  split_ifs with hij
  · subst hij
    -- only the factor of the common site differs from one
    rw [Finset.prod_eq_single i]
    · simp only [siteV, ↓reduceIte]
      ring
    · intro k _ hk
      simp [hk]
    · simp
  · -- the factor of site `i` is its mean potential, which vanishes
    refine Finset.prod_eq_zero (Finset.mem_univ i) ?_
    simp only [siteV, ↓reduceIte, hij, mul_one]
    ring

/-- Real-linear functionals and maps commute with the configuration average. -/
theorem avg_map {E F : Type*} [AddCommGroup E] [Module ℝ E] [AddCommGroup F] [Module ℝ F]
    (x : ℝ) (L : E →ₗ[ℝ] F) (f : (n → Bool) → E) :
    L (avg x f) = avg x (fun s => L (f s)) := by
  simp only [avg, map_sum, map_smul]

/-- The disorder potential averages to zero. -/
theorem mean_disorder (x δ : ℝ) :
    avg x (fun s : n → Bool => disorder x δ s) = 0 := by
  ext i j
  simp only [avg, Matrix.sum_apply, Matrix.smul_apply, Matrix.zero_apply]
  by_cases hij : i = j
  · subst hij
    have h := avg_prod x (fun k b => if k = i then siteV x δ b else 1)
    simp only [Finset.prod_ite_eq', Finset.mem_univ, if_true] at h
    rw [Finset.prod_eq_zero (Finset.mem_univ i)
      (by simp only [siteV, ↓reduceIte]; ring)] at h
    simp only [avg, smul_eq_mul] at h
    simp only [disorder, Matrix.diagonal_apply_eq, Complex.real_smul]
    exact_mod_cast h
  · simp [disorder, hij]

/-- For any matrix `G`, the average of `V G V` is `x (1 - x) δ²` times the diagonal part
of `G`. -/
theorem mean_VGV (x δ : ℝ) (G : Matrix n n ℂ) :
    avg x (fun s : n → Bool => disorder x δ s * G * disorder x δ s)
      = (x * (1 - x) * δ ^ 2) • diagonal (fun i => G i i) := by
  ext i j
  have h := avg_site_mul x δ i j
  simp only [avg, smul_eq_mul] at h
  -- in each configuration, the entry is the product of two site potentials times that of `G`
  have e : ∀ s : n → Bool, weight x s • (disorder x δ s * G * disorder x δ s) i j
      = ((weight x s * (siteV x δ (s i) * siteV x δ (s j)) : ℝ) : ℂ) * G i j := by
    intro s
    simp only [disorder, Matrix.mul_diagonal, Matrix.diagonal_mul, Complex.real_smul]
    push_cast
    ring
  simp only [avg, Matrix.sum_apply, Matrix.smul_apply]
  rw [Finset.sum_congr rfl fun s _ => e s, ← Finset.sum_mul, ← Complex.ofReal_sum, h]
  by_cases hij : i = j
  · subst hij
    simp
  · simp [hij]

/-- The average of `Re ⟨ψ, V G V ψ⟩` is `x (1 - x) δ²` times the sum over sites of
`Re G i i` weighted by the site density `|ψ i|²`. -/
theorem mean_expect_VGV (x δ : ℝ) (G : Matrix n n ℂ) (ψ : n → ℂ) :
    avg x (fun s : n → Bool => expect ψ (disorder x δ s * G * disorder x δ s))
      = x * (1 - x) * δ ^ 2 * ∑ i, (G i i).re * Complex.normSq (ψ i) := by
  refine (avg_map x (expect ψ)
    (fun s : n → Bool => disorder x δ s * G * disorder x δ s)).symm.trans ?_
  rw [mean_VGV, map_smul, smul_eq_mul]
  congr 1
  change (star ψ ⬝ᵥ diagonal (fun i => G i i) *ᵥ ψ).re = _
  simp only [dotProduct, Matrix.mulVec_diagonal, Complex.re_sum]
  refine Finset.sum_congr rfl fun i _ => ?_
  simp [Complex.normSq_apply]
  ring

/-- For `0 ≤ x ≤ 1` and `G` with `Re ⟨φ, G φ⟩ ≤ 0` for all `φ`, the average of `Re ⟨ψ, V G V ψ⟩` is
at most zero. -/
theorem bowing_nonpos {x : ℝ} (hx0 : 0 ≤ x) (hx1 : x ≤ 1) (δ : ℝ) (G : Matrix n n ℂ)
    (hG : ∀ φ : n → ℂ, expect φ G ≤ 0) (ψ : n → ℂ) :
    avg x (fun s : n → Bool => expect ψ (disorder x δ s * G * disorder x δ s)) ≤ 0 := by
  rw [mean_expect_VGV]
  have hc : 0 ≤ x * (1 - x) * δ ^ 2 :=
    mul_nonneg (mul_nonneg hx0 (sub_nonneg.mpr hx1)) (sq_nonneg δ)
  refine mul_nonpos_of_nonneg_of_nonpos hc (Finset.sum_nonpos fun i _ => ?_)
  refine mul_nonpos_of_nonpos_of_nonneg ?_ (Complex.normSq_nonneg _)
  -- a state localised on site `i` probes the diagonal entry
  have hs : star (Pi.single i (1 : ℂ) : n → ℂ) = Pi.single i 1 := by
    ext k
    by_cases hk : k = i <;> simp [hk]
  have e : expect (Pi.single i 1) G = (G i i).re := by
    change (star (Pi.single i (1 : ℂ) : n → ℂ) ⬝ᵥ G *ᵥ Pi.single i 1).re = _
    rw [hs]
    simp
  exact e ▸ hG (Pi.single i 1)

/-- Let `0 ≤ x ≤ 1` and let `E s` bound from below the energy of every normalised state in the alloy
`H + V`. Then the average of `E` is at most any real eigenvalue `E₀` of the virtual crystal `H`. -/
theorem mean_ground_energy_le {x : ℝ} (hx0 : 0 ≤ x) (hx1 : x ≤ 1) (δ : ℝ)
    (H : Matrix n n ℂ) (E : (n → Bool) → ℝ)
    (hE : ∀ s, ∀ φ : n → ℂ, star φ ⬝ᵥ φ = 1 → E s ≤ expect φ (H + disorder x δ s))
    (E₀ : ℝ) (ψ : n → ℂ) (hψ : star ψ ⬝ᵥ ψ = 1) (hH : H *ᵥ ψ = (E₀ : ℂ) • ψ) :
    avg x E ≤ E₀ := by
  obtain ⟨hpos, hsum⟩ := weight_probability (n := n) hx0 hx1
  calc avg x E ≤ avg x (fun s => expect ψ (H + disorder x δ s)) := by
        -- the virtual-crystal state is a trial state in every configuration
        simp only [avg, smul_eq_mul]
        exact Finset.sum_le_sum fun s _ =>
          mul_le_mul_of_nonneg_left (hE s ψ hψ) (hpos s)
    _ = expect ψ (avg x (fun s => H + disorder x δ s)) :=
        (avg_map x (expect ψ) (fun s => H + disorder x δ s)).symm
    _ = expect ψ H := by
        have hV := mean_disorder (n := n) x δ
        unfold avg at hV ⊢
        simp_rw [smul_add]
        rw [Finset.sum_add_distrib, hV, ← Finset.sum_smul, hsum, one_smul, add_zero]
    _ = E₀ := by
        change (star ψ ⬝ᵥ H *ᵥ ψ).re = E₀
        rw [hH, dotProduct_smul, hψ]
        simp

end

end AlloyBowing
```

## From factorisation to the two inequalities

`avg_prod` exchanges the sum over configurations with the product over sites. Setting every factor to one gives the normalisation in `weight_probability`. In `avg_site_mul` and `mean_disorder`, the factors are one except on the selected sites; for distinct sites, one factor is a vanishing mean.

`mean_VGV` works entry by entry, pulling `G i j` out of the sum and inserting the correlator. `avg_map` moves the linear functional `expect ψ` through the average, which yields `mean_expect_VGV`. `bowing_nonpos` then uses `Pi.single i 1` as the localised state.

The `calc` chain in `mean_ground_energy_le` follows the variational argument: insert the trial state, move the average inside, remove the disorder by `mean_disorder`, and apply the eigenvalue equation.

```lean
#print axioms AlloyBowing.bowing_nonpos
-- 'AlloyBowing.bowing_nonpos' depends on axioms: [propext, Classical.choice, Quot.sound]
#print axioms AlloyBowing.mean_ground_energy_le
-- 'AlloyBowing.mean_ground_energy_le' depends on axioms: [propext, Classical.choice, Quot.sound]
```
